# For a two-body Hamiltonian, a cluster state that matches full CI through quadruples solves the singles and doubles equations at the CI energy

Take three states of excitation rank 0, 2 and 4, with a Hamiltonian that couples neighbours and has the eigenvector (1, 1, 1) at energy 1: a cluster state with these three coefficients satisfies the coupled-cluster doubles equation, and one whose quadruple coefficient is 1/2 does not. The doubles row of the Hamiltonian reads the quadruple coefficient, and the Lean file below turns that observation into a theorem for any finite basis with excitation ranks.

```lean
import Mathlib

open Matrix

namespace TailoredCoupledCluster

noncomputable section

variable {ι : Type*} [Fintype ι] [DecidableEq ι] {rk : ι → ℕ}

/-- The operator `H` lowers the excitation rank by at most `k`. -/
def LowersAtMost (rk : ι → ℕ) (k : ℕ) (H : Matrix ι ι ℂ) : Prop :=
  ∀ i j, rk i + k < rk j → H i j = 0

/-- The cluster operator `T` strictly raises the excitation rank. -/
def RaisesRank (rk : ι → ℕ) (T : Matrix ι ι ℂ) : Prop :=
  ∀ i j, rk i ≤ rk j → T i j = 0

/-- The similarity-transformed Hamiltonian `exp(-T) H exp(T)`, for nilpotent `T`. -/
def hbar (H T : Matrix ι ι ℂ) : Matrix ι ι ℂ :=
  IsNilpotent.exp (-T) * H * IsNilpotent.exp T

/-- The coupled-cluster state `exp(T) e_r` built on the reference `r`, for nilpotent `T`. -/
def ccState (T : Matrix ι ι ℂ) (r : ι) : ι → ℂ :=
  IsNilpotent.exp T *ᵥ Pi.single r 1

/-- The coupled-cluster residual `exp(-T) H exp(T) e_r - E e_r`, for nilpotent `T`. -/
def ccResidual (H T : Matrix ι ι ℂ) (E : ℂ) (r : ι) : ι → ℂ :=
  hbar H T *ᵥ Pi.single r 1 - E • Pi.single r 1

/-- The `n`-th power of a rank-raising operator raises the rank by at least `n`. -/
theorem RaisesRank.pow_apply {T : Matrix ι ι ℂ} (hT : RaisesRank rk T) (n : ℕ) :
    ∀ i j, rk i < rk j + n → (T ^ n) i j = 0 := by
  induction n with
  | zero =>
    intro i j h
    rw [pow_zero]
    exact Matrix.one_apply_ne (by rintro rfl; omega)
  | succ n ih =>
    intro i j h
    rw [pow_succ, Matrix.mul_apply]
    refine Finset.sum_eq_zero fun l _ => ?_
    by_cases hl : rk l ≤ rk j
    · rw [hT l j hl, mul_zero]
    · rw [ih i l (by omega), zero_mul]

/-- In a finite basis a rank-raising cluster operator is nilpotent. -/
theorem RaisesRank.isNilpotent {T : Matrix ι ι ℂ} (hT : RaisesRank rk T) :
    IsNilpotent T := by
  refine ⟨Finset.univ.sup rk + 1, ?_⟩
  ext i j
  have hi : rk i ≤ Finset.univ.sup rk := Finset.le_sup (Finset.mem_univ i)
  exact hT.pow_apply _ i j (by omega)

/-- If `T` raises the rank and `w` vanishes on ranks up to `m`, then `exp(T) w` also
vanishes on ranks up to `m`. -/
theorem RaisesRank.exp_mulVec {T : Matrix ι ι ℂ} (hT : RaisesRank rk T) {m : ℕ}
    {w : ι → ℂ} (hw : ∀ i, rk i ≤ m → w i = 0) (i : ι) (hi : rk i ≤ m) :
    (IsNilpotent.exp T *ᵥ w) i = 0 := by
  obtain ⟨n, hn⟩ := hT.isNilpotent
  simp only [Matrix.mulVec, dotProduct]
  refine Finset.sum_eq_zero fun j _ => ?_
  by_cases hj : rk j ≤ m
  · rw [hw j hj, mul_zero]
  · -- the exponential has no matrix element that lowers the rank
    have h0 : IsNilpotent.exp T i j = 0 := by
      rw [IsNilpotent.exp_eq_sum hn, Matrix.sum_apply]
      refine Finset.sum_eq_zero fun p _ => ?_
      rw [Matrix.smul_apply, hT.pow_apply p i j (by omega), smul_zero]
    rw [h0, zero_mul]

/-- For a rank-raising `T`, the coupled-cluster residual vanishes on ranks up to `m` exactly
when `exp(T) e_r` solves the Schrödinger equation projected on those ranks. -/
theorem ccResidual_eq_zero_iff {H T : Matrix ι ι ℂ} (hT : RaisesRank rk T)
    (E : ℂ) (r : ι) (m : ℕ) :
    (∀ i, rk i ≤ m → ccResidual H T E r i = 0) ↔
      ∀ i, rk i ≤ m → (H *ᵥ ccState T r) i = E * ccState T r i := by
  have hneg : RaisesRank rk (-T) := fun i j h => by
    rw [Matrix.neg_apply, hT i j h, neg_zero]
  have h1 := IsNilpotent.exp_neg_mul_exp_self hT.isNilpotent
  have h2 := IsNilpotent.exp_mul_exp_neg_self hT.isNilpotent
  -- the residual is the back-transformed Schrödinger defect
  have key : ccResidual H T E r =
      IsNilpotent.exp (-T) *ᵥ (H *ᵥ ccState T r - E • ccState T r) := by
    simp only [ccResidual, hbar, ccState, Matrix.mulVec_sub, Matrix.mulVec_smul,
      Matrix.mulVec_mulVec, h1, Matrix.one_mulVec, Matrix.mul_assoc]
  constructor
  · intro h i hi
    have h3 := hT.exp_mulVec h i hi
    rw [key, Matrix.mulVec_mulVec, h2, Matrix.one_mulVec] at h3
    simpa [sub_eq_zero] using h3
  · intro h i hi
    rw [key]
    refine hneg.exp_mulVec (fun j hj => ?_) i hi
    simp [h j hj]

/-- Let `H` lower the rank by at most `k` and let `T` raise it. If `c` solves the CI equations
on ranks up to `m` and `exp(T) e_r` agrees with `c` through rank `m + k`, then the
coupled-cluster residual at the CI energy vanishes on ranks up to `m`. -/
theorem ccResidual_eq_zero_of_agree {H T : Matrix ι ι ℂ} {k m : ℕ} {E : ℂ} {r : ι}
    {c : ι → ℂ} (hH : LowersAtMost rk k H) (hT : RaisesRank rk T)
    (hc : ∀ i, rk i ≤ m → (H *ᵥ c) i = E * c i)
    (hagree : ∀ i, rk i ≤ m + k → ccState T r i = c i) :
    ∀ i, rk i ≤ m → ccResidual H T E r i = 0 := by
  rw [ccResidual_eq_zero_iff hT]
  intro i hi
  rw [hagree i (by omega), ← hc i hi]
  simp only [Matrix.mulVec, dotProduct]
  refine Finset.sum_congr rfl fun j _ => ?_
  -- row `i` of `H` sees only components of rank at most `m + k`
  by_cases hj : rk i + k < rk j
  · rw [hH i j hj, zero_mul, zero_mul]
  · rw [hagree j (by omega)]

/-- Let `H` lower the rank by at most two, let `T` raise it, and let the reference have rank 0.
If `c` solves the CI equations through doubles and `exp(T) e_r` agrees with `c` through
quadruples, then the coupled-cluster energy is the CI energy `E` and the amplitude equations
hold through doubles. -/
theorem ci_energy_returns {H T : Matrix ι ι ℂ} {E : ℂ} {r : ι} {c : ι → ℂ}
    (hr : rk r = 0) (hH : LowersAtMost rk 2 H) (hT : RaisesRank rk T)
    (hc : ∀ i, rk i ≤ 2 → (H *ᵥ c) i = E * c i)
    (hagree : ∀ i, rk i ≤ 4 → ccState T r i = c i) :
    hbar H T r r = E ∧ ∀ i, rk i ≤ 2 → i ≠ r → hbar H T i r = 0 := by
  have h := ccResidual_eq_zero_of_agree (m := 2) hH hT hc hagree
  constructor
  · have h0 := h r (by omega)
    simpa [ccResidual, Matrix.mulVec_single_one, sub_eq_zero] using h0
  · intro i hi hne
    have h0 := h i hi
    simpa [ccResidual, Matrix.mulVec_single_one, hne] using h0

/-- Ranks of a model with a reference, one double and one quadruple excitation. -/
def modelRank : Fin 3 → ℕ := ![0, 2, 4]

/-- A symmetric model Hamiltonian coupling neighbouring states. -/
def modelH : Matrix (Fin 3) (Fin 3) ℂ := !![0, 1, 0; 1, -1, 1; 0, 1, 0]

/-- A model cluster operator with unit double excitations and a connected quadruple
amplitude `t`. -/
def modelT (t : ℂ) : Matrix (Fin 3) (Fin 3) ℂ := !![0, 0, 0; 1, 0, 0; t, 1, 0]

/-- The model cluster operator raises the rank. -/
theorem modelT_raises (t : ℂ) : RaisesRank modelRank (modelT t) := by
  intro i j
  fin_cases i <;> fin_cases j <;> simp [modelRank, modelT]

/-- In the model cluster state the quadruple coefficient is the connected amplitude `t` plus
the disconnected part `1/2`. -/
theorem modelT_state (t : ℂ) : ccState (modelT t) 0 = ![1, 1, t + 1 / 2] := by
  have h3 : modelT t ^ 3 = 0 := by
    ext i j
    fin_cases i <;> fin_cases j <;>
      simp [pow_succ, modelT, Matrix.mul_apply, Fin.sum_univ_succ]
  rw [ccState, IsNilpotent.exp_eq_sum h3, Matrix.mulVec_single_one]
  ext i
  fin_cases i <;>
    simp [Finset.sum_range_succ, pow_succ, modelT, Nat.factorial, Rat.smul_def]

/-- With `t = 1/2` the model meets all hypotheses of `ci_energy_returns`, with `E = 1` and
`c = (1, 1, 1)`. -/
theorem ci_energy_returns_witness :
    modelRank 0 = 0 ∧ LowersAtMost modelRank 2 modelH ∧
      RaisesRank modelRank (modelT (1 / 2)) ∧
      modelH *ᵥ ![1, 1, 1] = (1 : ℂ) • ![1, 1, 1] ∧
      ccState (modelT (1 / 2)) 0 = ![1, 1, 1] := by
  refine ⟨rfl, ?_, modelT_raises _, ?_, ?_⟩
  · intro i j
    fin_cases i <;> fin_cases j <;> simp [modelRank, modelH]
  · ext i
    fin_cases i <;> simp [modelH, Matrix.mulVec, dotProduct, Fin.sum_univ_succ]
  · rw [modelT_state]
    norm_num

/-- Agreement through rank 3 is not enough: without the connected quadruple amplitude the model
state still matches `c = (1, 1, 1)` through rank 3, but the residual at `E = 1` does not vanish
on all ranks up to 2. -/
theorem agreement_through_triples_insufficient :
    (∀ i, modelRank i ≤ 3 → ccState (modelT 0) 0 i = (![1, 1, 1] : Fin 3 → ℂ) i) ∧
      ¬ ∀ i, modelRank i ≤ 2 → ccResidual modelH (modelT 0) 1 0 i = 0 := by
  constructor
  · rw [modelT_state]
    intro i
    fin_cases i <;> simp [modelRank]
  · intro h
    have h1 := (ccResidual_eq_zero_iff (modelT_raises 0) 1 0 2).1 h 1 (by simp [modelRank])
    rw [modelT_state] at h1
    norm_num [modelH, Matrix.mulVec, dotProduct, Fin.sum_univ_succ] at h1

end

end TailoredCoupledCluster
```

```lean
#print axioms TailoredCoupledCluster.ci_energy_returns
-- 'TailoredCoupledCluster.ci_energy_returns' depends on axioms: [propext, Classical.choice, Quot.sound]
#print axioms TailoredCoupledCluster.agreement_through_triples_insufficient
-- 'TailoredCoupledCluster.agreement_through_triples_insufficient' depends on axioms: [propext, Classical.choice, Quot.sound]
```

## The three-state model in numbers

Lean numbers the states 0, 1, 2. The Hamiltonian `modelH` acts on a vector (x, y, z) as

H(x, y, z) = (y, x − y + z, y),

so H(1, 1, 1) = (1, 1, 1) and E = 1. The normalised eigenvector is (1, 1, 1)/√3. The file uses the unnormalised one because a cluster state has reference coefficient 1. This E is the highest of the three eigenvalues 1, 0 and −2; nothing in the argument needs a ground state.

Write e_i for the unit vector of state i. The cluster operator `modelT t` sends e_0 to e_1 + t e_2 and e_1 to e_2. Its square sends e_0 to e_2, and its cube is zero. Hence

exp(T) e_0 = e_0 + e_1 + (t + 1/2) e_2.

The 1/2 is the disconnected part, from T²/2, and t is the connected quadruple amplitude. With t = 1/2 the state is the eigenvector. With t = 0 it is (1, 1, 1/2), and the doubles row gives 1 − 1 + 1/2 = 1/2, where E times the doubles coefficient is 1. The reference row still gives 1, so the energy alone would not reveal the error.

## What the general theorem says

The basis is a finite type `ι`, with a rank `rk i` for each state i. Operators are complex matrices, and the entry in row i and column j takes state j to state i. There are two structural hypotheses.

- `LowersAtMost rk k H` says that H_ij = 0 whenever rk i + k < rk j. For k = 2 this is the selection rule of a two-body Hamiltonian between determinants built from one set of orthonormal orbitals: at most two electrons change orbitals, so the rank drops by at most two. The matching limit on raising is not needed, and neither is Hermiticity, so E may be any complex number.
- `RaisesRank rk T` says that T_ij = 0 unless rk i > rk j. This is the property of an excitation operator that the proof uses. T need not be a sum of commuting second-quantised excitations.

For a reference state r, `ccState T r` is ψ = exp(T) e_r, `hbar H T` is exp(−T) H exp(T), and `ccResidual H T E r` is

R = exp(−T) H exp(T) e_r − E e_r.

The theorem `ccResidual_eq_zero_of_agree` takes a vector c with (Hc)_i = E c_i on all ranks up to m, and assumes that ψ_i = c_i on all ranks up to m + k. It concludes that R_i = 0 on all ranks up to m.

`ci_energy_returns` is the case m = k = 2 with a rank-0 reference. The diagonal element of exp(−T) H exp(T) at r, which is the coupled-cluster energy, equals E. The elements from r to every other state of rank at most 2 vanish. When r is the only state of rank 0, these are the singles and doubles amplitude equations.

## What this means for amplitudes taken from CI

A full CI vector with reference coefficient 1 satisfies the condition on c. So does a truncated CI vector, provided that the truncation keeps all states through doubles, because only those rows are required.

Tailored and externally corrected coupled-cluster methods import amplitudes from another calculation, which may be of CI type. If, in a finite basis, the CI vector satisfies the CI equations on all states through doubles and the cluster state agrees with it through quadruples, the result shows that the imported amplitudes are consistent with the singles and doubles equations at the CI energy. It does not treat the usual tailored setting, in which only active-space amplitudes are imported and the others are solved for. It also says nothing about whether the solution is unique, whether an iterative solver finds it, or how large the error is when agreement is only approximate. The existence of a T that reproduces c is assumed in the theorem and shown only for the three-state model.

The energy by itself asks for less. Setting m = 0 and k = 2 in the general theorem shows that agreement through doubles, together with the CI equation on rank 0, already gives E. Agreement on triples and quadruples serves the amplitude equations.

## Why the residual vanishes

**Powers of T.** The power T⁰ is the identity, which has no entries between different states, so it raises the rank by at least 0. Suppose that Tⁿ raises the rank by at least n. In

(Tⁿ⁺¹)_ij = Σ_l (Tⁿ)_il T_lj

a nonzero term needs rk l ≥ rk j + 1 and rk i ≥ rk l + n, hence rk i ≥ rk j + n + 1. This is the induction in `RaisesRank.pow_apply`, where the case split on `rk l ≤ rk j` decides which factor is zero. If M is the highest rank in the basis, then Tᴹ⁺¹ = 0. `RaisesRank.isNilpotent` records this, and the exponential is therefore a finite sum.

**The exponential never lowers the rank.** Every power of T has zero entries where rk i < rk j, so exp(T) does too. Let w vanish on ranks up to m, and take rk i ≤ m. In

(exp(T) w)_i = Σ_j exp(T)_ij w_j

the terms with rk j ≤ m vanish because w_j = 0, and the others vanish because exp(T)_ij = 0. This is `RaisesRank.exp_mulVec`. It applies to −T as well, which also raises the rank.

**From the residual to the Schrödinger equation.** Since exp(−T) ψ = e_r,

R = exp(−T) (Hψ − Eψ),

and multiplying by exp(T) gives

exp(T) R = Hψ − Eψ.

By the previous step, the first equation shows that R vanishes on ranks up to m if Hψ − Eψ does, and the second shows the converse. `ccResidual_eq_zero_iff` states this equivalence; the first equation is its intermediate claim `key`. The similarity transformation thus changes the individual residuals but not the condition that all of them vanish up to a given rank.

**Replacing ψ by c.** Take rk i ≤ m. The entry H_ij is zero if rk j > rk i + k, so the sum

(Hψ)_i = Σ_j H_ij ψ_j

contains only states with rk j ≤ m + k. There ψ_j = c_j, and therefore

(Hψ)_i = (Hc)_i = E c_i = E ψ_i.

In `ccResidual_eq_zero_of_agree` this is a term-by-term comparison of the two sums: either the entry of H is zero, or the agreement hypothesis applies.

**Reading off energy and amplitudes.** The components of the residual are

R_r = (exp(−T) H exp(T))_rr − E,

R_i = (exp(−T) H exp(T))_ir for i ≠ r.

Setting them to zero for ranks up to 2 gives the two parts of `ci_energy_returns`.

## The model as a check on the hypotheses

`ci_energy_returns_witness` confirms that the model with t = 1/2 meets every hypothesis, with c an eigenvector on all three states. `agreement_through_triples_insufficient` sets t = 0. The model has no triples, so agreement through rank 3 concerns only the reference and the double, and it holds. The proof then assumes that the residual vanishes through rank 2, uses the equivalence to obtain the projected Schrödinger equation, and reaches the contradiction 1/2 = 1 in the doubles row. For k = m = 2, the required agreement through rank 4 therefore cannot be weakened to rank 3 in general.
